# Spin-pure AFQMC walkers do not see trial contamination when the fields conserve total spin

Put one electron on each of two sites, with opposite spins. The states are $|{\uparrow},{\downarrow}\rangle$ and $|{\downarrow},{\uparrow}\rangle$, and the singlet is $\phi=(1,-1)/\sqrt2$. The broken-symmetry trial $T=(1,0)$ is half singlet and half triplet. With $P$ the projector onto the singlet, $PT=(\tfrac12,-\tfrac12)$, and

$$\langle T,\phi\rangle=\tfrac1{\sqrt2}=\langle PT,\phi\rangle .$$

The triplet part of $T$ is orthogonal to $\phi$. It stays orthogonal to $A\phi$ for every operator $A$ that commutes with $P$.

In phaseless auxiliary-field Monte Carlo (AFQMC) the trial also steers the walker, through the force bias, and sets its weight. The question is whether a spin-contaminated UHF trial and its spin projection drive a spin-pure walker differently. For the same field operators and the same random fields they do not, provided that $P$ leaves the starting walker fixed and commutes with the Hamiltonian and with every field operator, and that the overlap with the trial stays nonzero.

## Overlaps and the projector

```lean
import Mathlib

open Matrix

namespace PhaselessSpinProjection

noncomputable section

variable {n ι : Type*} [Fintype n] [Fintype ι]
```

The type `n` labels the many-body basis states and `ι` labels the auxiliary fields. Both are finite.

```lean
/-- The overlap `⟨T, φ⟩` of a trial state with a walker. -/
def overlap (T φ : n → ℂ) : ℂ := star T ⬝ᵥ φ
```

A state is a complex vector `n → ℂ`. `star` conjugates it and `⬝ᵥ` is the plain dot product, so this is $\langle T,\phi\rangle=\sum_i T_i^*\phi_i$. No state is required to be normalised.

```lean
/-- A Hermitian `P` can be moved from the trial to the walker. -/
theorem overlap_move {P : Matrix n n ℂ} (hP : P.IsHermitian) (T φ : n → ℂ) :
    overlap (P *ᵥ T) φ = overlap T (P *ᵥ φ) := by
  unfold overlap
  rw [Matrix.star_mulVec, hP.eq, ← Matrix.dotProduct_mulVec]
```

`P *ᵥ T` is the matrix $P$ applied to $T$. For Hermitian $P$,

$$\langle PT,\phi\rangle=T^\dagger P^\dagger\phi=T^\dagger P\phi=\langle T,P\phi\rangle .$$

The command `rw` replaces one side of a known equation by the other, and its three rewrites are these equalities.

```lean
/-- For a walker with `P φ = φ` and an operator `A` commuting with the Hermitian `P`,
the trials `T` and `P T` have the same matrix element with `A φ`. -/
theorem overlap_project {P A : Matrix n n ℂ} (hP : P.IsHermitian) (hA : Commute P A)
    {φ : n → ℂ} (hφ : P *ᵥ φ = φ) (T : n → ℂ) :
    overlap (P *ᵥ T) (A *ᵥ φ) = overlap T (A *ᵥ φ) := by
  rw [overlap_move hP, Matrix.mulVec_mulVec, hA.eq, ← Matrix.mulVec_mulVec, hφ]
```

`Commute P A` means $PA=AP$. If also $P\phi=\phi$, then

$$\langle PT,A\phi\rangle=\langle T,PA\phi\rangle=\langle T,AP\phi\rangle=\langle T,A\phi\rangle .$$

The list in `rw` follows this chain from left to right. Below, the force biases, the overlaps after a step and the local energies are compared through this identity, with different choices of $A$; plain overlaps need only `overlap_move`.

## One phaseless step

```lean
variable [DecidableEq n]

/-- The mixed estimate `⟨T, A φ⟩ / ⟨T, φ⟩` of an operator, for `⟨T, φ⟩ ≠ 0`.
For `A = H` it is the local energy. -/
def mixed (T : n → ℂ) (A : Matrix n n ℂ) (φ : n → ℂ) : ℂ :=
  overlap T (A *ᵥ φ) / overlap T φ
```

This is the mixed estimate $\langle T,A\phi\rangle/\langle T,\phi\rangle$. With $A=H$ it is the local energy.

```lean
/-- The force bias `-√τ ⟨T, v_g φ⟩ / ⟨T, φ⟩`, for `τ ≥ 0` and `⟨T, φ⟩ ≠ 0`. -/
def forceBias (τ : ℝ) (v : ι → Matrix n n ℂ) (T φ : n → ℂ) (g : ι) : ℂ :=
  -((√τ : ℝ) : ℂ) * mixed T (v g) φ
```

For a time step $\tau\ge0$ and field operators $v_g$, the force bias is $\bar x_g=-\sqrt\tau\,\langle T,v_g\phi\rangle/\langle T,\phi\rangle$.

```lean
/-- The part `K` of the Hamiltonian left over when `H = K - (1/2) ∑ v_g²`. -/
def remainder (H : Matrix n n ℂ) (v : ι → Matrix n n ℂ) : Matrix n n ℂ :=
  H + (1 / 2 : ℂ) • ∑ g, v g * v g
```

The Hamiltonian is split as $H=K-\tfrac12\sum_g v_g^2$, and `remainder` is $K$. In practice $K$ and the $v_g$ are one-body operators, so that determinants stay determinants. The theorems don't need this.

```lean
/-- The propagator `exp(-τK/2) exp(√τ ∑ y_g v_g) exp(-τK/2)` for shifted fields `y`
and time step `τ ≥ 0`. -/
def propagator (τ : ℝ) (H : Matrix n n ℂ) (v : ι → Matrix n n ℂ) (y : ι → ℂ) :
    Matrix n n ℂ :=
  NormedSpace.exp ((-(τ / 2) : ℂ) • remainder H v) *
    NormedSpace.exp (((√τ : ℝ) : ℂ) • ∑ g, y g • v g) *
    NormedSpace.exp ((-(τ / 2) : ℂ) • remainder H v)
```

For shifted fields $y_g$ the propagator is

$$B(y)=e^{-\tau K/2}\,e^{\sqrt\tau\sum_g y_gv_g}\,e^{-\tau K/2}.$$

```lean
/-- One phaseless step of a walker with its weight, for nonzero overlap with the trial: the fields
are shifted by the force bias, and the weight is multiplied by the modulus of the importance
function and by `max(0, cos Δθ)`, with `Δθ` the phase of the overlap ratio. -/
def step (τ : ℝ) (H : Matrix n n ℂ) (v : ι → Matrix n n ℂ) (T : n → ℂ) (x : ι → ℝ)
    (w : (n → ℂ) × ℝ) : (n → ℂ) × ℝ :=
  let b := forceBias τ v T w.1
  let φ' := propagator τ H v (fun g => (x g : ℂ) - b g) *ᵥ w.1
  let r := overlap T φ' / overlap T w.1
  (φ', w.2 * (‖r * Complex.exp (∑ g, ((x g : ℂ) * b g - b g ^ 2 / 2))‖ *
    max 0 (Real.cos r.arg)))
```

The pair `w` holds the walker `w.1` and its weight `w.2`. The letter `b` stands for the textbook $\bar x$. The new walker is $\phi'=B(x-\bar x)\phi$, and with $r=\langle T,\phi'\rangle/\langle T,\phi\rangle$ the weight is multiplied by

$$\Bigl|\,r\,e^{\sum_g(x_g\bar x_g-\bar x_g^2/2)}\Bigr|\;\max(0,\cos\Delta\theta),\qquad \Delta\theta=\arg r .$$

The fields $x_g$ are given real numbers. In a simulation they are drawn from a normal distribution; here the two runs are compared for the same draw.

```lean
/-- The walker and weight after `k` phaseless steps with auxiliary fields `x 0, x 1, …`,
started from `φ` with weight one. -/
def run (τ : ℝ) (H : Matrix n n ℂ) (v : ι → Matrix n n ℂ) (T : n → ℂ) (x : ℕ → ι → ℝ)
    (φ : n → ℂ) : ℕ → (n → ℂ) × ℝ
  | 0 => (φ, 1)
  | k + 1 => step τ H v T (x k) (run τ H v T x φ k)
```

`run` repeats the step from $\phi$ with weight one. Step number $k+1$ uses the fields `x k`. A walker whose weight has become zero is still propagated.

## The projector passes through the dynamics

```lean
/-- If `P` commutes with `H` and with every field operator, it commutes with the propagator
for any complex values of the shifted fields. -/
theorem commute_propagator {P H : Matrix n n ℂ} {v : ι → Matrix n n ℂ}
    (hH : Commute P H) (hv : ∀ g, Commute P (v g)) (τ : ℝ) (y : ι → ℂ) :
    Commute P (propagator τ H v y) := by
  have hK : Commute P (remainder H v) :=
    hH.add_right ((Commute.sum_right _ _ _ fun g _ => (hv g).mul_right (hv g)).smul_right _)
  have hy : Commute P (∑ g, y g • v g) :=
    Commute.sum_right _ _ _ fun g _ => (hv g).smul_right _
  unfold propagator
  exact ((hK.smul_right _).exp_right.mul_right (hy.smul_right _).exp_right).mul_right
    (hK.smul_right _).exp_right
```

If $P$ commutes with $H$ and each $v_g$, it commutes with $v_g^2$, hence with $K$ (`hK`), and with $\sum_g y_gv_g$ (`hy`). From $PA=AP$ follows $PA^m=A^mP$ for every power, so $P$ commutes with the exponential series of $A$, which is the role of `exp_right`. A product of operators that commute with $P$ commutes with $P$. The fields $y_g$ may be complex, as they must be when the force bias is.

```lean
/-- Let the Hermitian `P` commute with `H` and all field operators. A phaseless step of a walker
left fixed by `P` is the same for the trials `T` and `P T`, and `P` fixes the new walker too. -/
theorem step_project {P H : Matrix n n ℂ} {v : ι → Matrix n n ℂ} (hP : P.IsHermitian)
    (hH : Commute P H) (hv : ∀ g, Commute P (v g)) (τ : ℝ) (T : n → ℂ) (x : ι → ℝ)
    {w : (n → ℂ) × ℝ} (hw : P *ᵥ w.1 = w.1) :
    step τ H v (P *ᵥ T) x w = step τ H v T x w ∧
      P *ᵥ (step τ H v T x w).1 = (step τ H v T x w).1 := by
  have h0 : overlap (P *ᵥ T) w.1 = overlap T w.1 := by rw [overlap_move hP, hw]
  -- the force biases agree, so both trials propose the same move
  have hb : forceBias τ v (P *ᵥ T) w.1 = forceBias τ v T w.1 := by
    funext g
    simp only [forceBias, mixed, overlap_project hP (hv g) hw, h0]
  -- the new overlaps agree, so the weights do as well
  have h1 : ∀ y, overlap (P *ᵥ T) (propagator τ H v y *ᵥ w.1) =
      overlap T (propagator τ H v y *ᵥ w.1) :=
    fun y => overlap_project hP (commute_propagator hH hv τ y) hw T
  constructor
  · simp only [step, hb, h0, h1]
  · simp only [step]
    rw [Matrix.mulVec_mulVec, (commute_propagator hH hv τ _).eq, ← Matrix.mulVec_mulVec, hw]
```

Let $P\phi=\phi$. The argument has four parts.

1. The overlaps agree, $\langle PT,\phi\rangle=\langle T,\phi\rangle$ (`h0`).
2. Taking $A=v_g$ in the identity above, the numerators of the force bias agree too, so $\bar x_g$ is the same for both trials (`hb`). Both trials therefore propose the same $\phi'$.
3. Taking $A=B(y)$, the new overlaps agree (`h1`). Then $r$, $\Delta\theta$ and the weight factor agree.
4. The new walker is still pure: $P\phi'=PB\phi=BP\phi=B\phi=\phi'$.

The two bullets at the end of the proof give the two halves of the statement: equal steps, and preserved purity.

## The whole trajectory

```lean
/-- Let the orthogonal projector `P` commute with `H` and all field operators, let `P φ = φ`, and
let the walkers started from `φ` keep a nonzero overlap with `T` up to step `N`. Then `P T` is a
nonzero state in the range of `P`, and up to step `N` the trials `T` and `P T` give the same
walkers, weights, nonzero overlaps, force biases and local energies. -/
theorem contamination_invisible {P H : Matrix n n ℂ} {v : ι → Matrix n n ℂ}
    (hP : P.IsHermitian) (hPP : P * P = P) (hH : Commute P H) (hv : ∀ g, Commute P (v g))
    (τ : ℝ) (T : n → ℂ) (x : ℕ → ι → ℝ) {φ : n → ℂ} (hφ : P *ᵥ φ = φ) (N : ℕ)
    (alive : ∀ k ≤ N, overlap T (run τ H v T x φ k).1 ≠ 0) :
    P *ᵥ T ≠ 0 ∧ P *ᵥ (P *ᵥ T) = P *ᵥ T ∧
    ∀ k ≤ N, run τ H v (P *ᵥ T) x φ k = run τ H v T x φ k ∧
      overlap (P *ᵥ T) (run τ H v T x φ k).1 ≠ 0 ∧
      overlap (P *ᵥ T) (run τ H v T x φ k).1 = overlap T (run τ H v T x φ k).1 ∧
      forceBias τ v (P *ᵥ T) (run τ H v T x φ k).1 =
        forceBias τ v T (run τ H v T x φ k).1 ∧
      mixed (P *ᵥ T) H (run τ H v T x φ k).1 = mixed T H (run τ H v T x φ k).1 := by
  -- the two runs coincide and stay in the range of `P`
  have key : ∀ k, run τ H v (P *ᵥ T) x φ k = run τ H v T x φ k ∧
      P *ᵥ (run τ H v T x φ k).1 = (run τ H v T x φ k).1 := by
    intro k
    induction k with
    | zero => exact ⟨rfl, hφ⟩
    | succ k ih =>
      have hs := step_project hP hH hv τ T (x k) ih.2
      refine ⟨?_, hs.2⟩
      simp only [run]
      rw [ih.1]
      exact hs.1
  have ho : ∀ k, overlap (P *ᵥ T) (run τ H v T x φ k).1 =
      overlap T (run τ H v T x φ k).1 := fun k => by rw [overlap_move hP, (key k).2]
  refine ⟨fun h => ?_, by rw [Matrix.mulVec_mulVec, hPP], fun k hk =>
    ⟨(key k).1, by rw [ho k]; exact alive k hk, ho k, ?_, ?_⟩⟩
  · apply alive 0 (Nat.zero_le N)
    rw [← ho 0, h]
    simp [overlap]
  · funext g
    simp only [forceBias, mixed, overlap_project hP (hv g) (key k).2, ho k]
  · simp only [mixed, overlap_project hP hH (key k).2, ho k]
```

The hypotheses say that $P$ is an orthogonal projector ($P^\dagger=P$, $P^2=P$) commuting with $H$ and all $v_g$, that $P\phi=\phi$, and, in `alive`, that the walker $\phi_k$ after $k$ steps has $\langle T,\phi_k\rangle\neq0$ for all $k\le N$. The conclusion is that $PT$ is nonzero and lies in the range of $P$, and that up to step $N$ both trials give the same walkers, weights, nonzero overlaps, force biases and local energies. With $N=0$ this concerns the starting walker alone, and `alive` reduces to $\langle T,\phi\rangle\ne0$.

The core is the induction `key`. At $k=0$ both runs hold $\phi$ with weight one. If they agree at step $k$ and $P\phi_k=\phi_k$, then `step_project` gives the same two facts at step $k+1$. The rest follows directly:

- If $PT$ were zero, then $0=\langle PT,\phi\rangle=\langle T,\phi\rangle\neq0$, a contradiction.
- $P(PT)=P^2T=PT$.
- The force biases and local energies agree by the identity with $A=v_g$ and $A=H$.

Nothing in the statement mentions spin: $P$ becomes a spin projector when we choose it so. The equality of overlaps refers to $PT$ as it stands, which is generally shorter than $T$. Normalising it would rescale the overlaps and leave all ratios unchanged.

For electronic structure in a finite basis with a spin-free Hamiltonian and spin-free field operators, this means that an RHF-started walker guided by a UHF trial follows the same phaseless dynamics as under the spin-projected trial, as long as its overlap with the trial stays nonzero and both runs use the same field operators. The second condition matters in practice: codes often subtract from each $v_g$ its mean value in the trial, and that value can differ between $T$ and $PT$. The map `step` describes a single walker in exact arithmetic; population control and rounding are not part of it.

## Which trials look alike, and to which walkers

```lean
/-- Two trials have equal overlaps with all walkers in the range of an orthogonal projector `P`
exactly when their projections agree. -/
theorem same_overlaps_iff {P : Matrix n n ℂ} (hP : P.IsHermitian) (hPP : P * P = P)
    (T T' : n → ℂ) :
    (∀ φ, P *ᵥ φ = φ → overlap T' φ = overlap T φ) ↔ P *ᵥ T' = P *ᵥ T := by
  constructor
  · intro h
    funext i
    -- test with the projection of a basis state
    have hi := h (P *ᵥ Pi.single i 1) (by rw [Matrix.mulVec_mulVec, hPP])
    rw [← overlap_move hP, ← overlap_move hP] at hi
    simp only [overlap, dotProduct_single, mul_one, Pi.star_apply] at hi
    exact star_injective hi
  · intro h φ hφ
    rw [← hφ, ← overlap_move hP, ← overlap_move hP, h]
```

Two trials $T$ and $T'$ have equal overlaps with all pure walkers exactly when $PT'=PT$. For the forward direction, take the pure walker $Pe_i$, where $e_i$ is a basis state. Then $\langle T',Pe_i\rangle=\langle PT',e_i\rangle=(PT')_i^*$, and likewise for $T$, so all components agree. Conversely, if $P\phi=\phi$, then $\langle T',\phi\rangle=\langle PT',\phi\rangle=\langle PT,\phi\rangle=\langle T,\phi\rangle$.

```lean
/-- For Hermitian `P`, a walker has the same overlap with `T` and `P T` for every trial `T`
exactly when `P` leaves the walker fixed. -/
theorem blind_iff_pure {P : Matrix n n ℂ} (hP : P.IsHermitian) (φ : n → ℂ) :
    (∀ T, overlap (P *ᵥ T) φ = overlap T φ) ↔ P *ᵥ φ = φ := by
  constructor
  · intro h
    funext i
    have hi := h (star (Pi.single i 1))
    rw [overlap_move hP] at hi
    simpa only [overlap, star_star, single_dotProduct, one_mul] using hi
  · intro h T
    rw [overlap_move hP, h]
```

Here the walker is fixed and the trial varies. If $\langle PT,\phi\rangle=\langle T,\phi\rangle$ for every $T$, the choice $T=e_i$ gives $(P\phi)_i=\phi_i$ for each $i$, so $P\phi=\phi$. The reverse direction moves $P$ onto the walker.

## The Hubbard dimer

```lean
/-- The singlet projector of two electrons on two sites, in the basis
`|↑,↓⟩, |↓,↑⟩, |↑↓,0⟩, |0,↑↓⟩`. -/
def singletP : Matrix (Fin 4) (Fin 4) ℂ :=
  !![1/2, -1/2, 0, 0; -1/2, 1/2, 0, 0; 0, 0, 1, 0; 0, 0, 0, 1]
```

The opening example now gains the two doubly occupied states, which are singlets. The upper left block is the projector used there.

```lean
/-- The Hubbard dimer with hopping `t = 1` and repulsion `U = 2`, in the same basis. -/
def dimerH : Matrix (Fin 4) (Fin 4) ℂ :=
  !![0, 0, -1, -1; 0, 0, 1, 1; -1, 1, 2, 0; -1, 1, 0, 2]
```

This is the dimer with hopping $t=1$ and repulsion $U=2$.

```lean
/-- The field operator `i (n₁ - n₂)` built from the site occupations. -/
def dimerV : Matrix (Fin 4) (Fin 4) ℂ :=
  !![0, 0, 0, 0; 0, 0, 0, 0; 0, 0, 2 * Complex.I, 0; 0, 0, 0, -2 * Complex.I]
```

The field operator is $v=i(n_1-n_2)$, with $n_1$ and $n_2$ the site occupations. In this basis $-\tfrac12v^2$ equals the repulsion, so $K$ is the hopping alone.

```lean
/-- In the Hubbard dimer the singlet projector is an orthogonal projector commuting with `H` and
the field operator. It fixes the walker `(1, -1, 1, 1)` and changes the trial `|↑,↓⟩`, and the
two have nonzero overlap. -/
theorem dimer_witness :
    singletP.IsHermitian ∧ singletP * singletP = singletP ∧
    Commute singletP dimerH ∧ Commute singletP dimerV ∧
    singletP *ᵥ ![1, -1, 1, 1] = ![1, -1, 1, 1] ∧
    singletP *ᵥ ![1, 0, 0, 0] ≠ ![1, 0, 0, 0] ∧
    overlap ![1, 0, 0, 0] ![1, -1, 1, 1] ≠ 0 := by
  refine ⟨?_, ?_, ?_, ?_, ?_, ?_, ?_⟩
  · ext i j
    fin_cases i <;> fin_cases j <;> simp [singletP, Matrix.conjTranspose_apply]
  · ext i j
    fin_cases i <;> fin_cases j <;>
      simp [singletP, Matrix.mul_apply, Fin.sum_univ_succ] <;> norm_num
  · change singletP * dimerH = dimerH * singletP
    ext i j
    fin_cases i <;> fin_cases j <;>
      simp [singletP, dimerH, Matrix.mul_apply, Fin.sum_univ_succ] <;> norm_num
  · change singletP * dimerV = dimerV * singletP
    ext i j
    fin_cases i <;> fin_cases j <;>
      simp [singletP, dimerV, Matrix.mul_apply, Fin.sum_univ_succ]
  · ext i
    fin_cases i <;>
      simp [singletP, Matrix.mulVec, dotProduct, Fin.sum_univ_succ] <;> norm_num
  · intro h
    have h1 := congrFun h 1
    simp [singletP, Matrix.mulVec, dotProduct, Fin.sum_univ_succ] at h1
  · simp [overlap, dotProduct, Fin.sum_univ_succ]

end

end PhaselessSpinProjection
```

The theorem checks the hypotheses on a concrete case. The walker `![1, -1, 1, 1]` is twice the normalised RHF determinant with both electrons in the bonding orbital. The trial $|{\uparrow},{\downarrow}\rangle$ is a determinant of UHF form with fully localised spins, not the self-consistent UHF solution at this $U$. It is contaminated, since $P$ changes it, and its overlap with the normalised walker is $\tfrac12$. The main theorem therefore applies at $N=0$. For this example `alive` in fact holds for every $N$ and all real fields $x_g$, though Lean does not check this here. Since $\langle T,v\phi\rangle=0$ for every $\phi$, the force bias vanishes and the shifted fields stay real. Both electrons then keep a common orbital with site amplitudes $(a,a^*)$, where $a\ne0$ because the propagator is invertible, and the overlap with $T$ is $|a|^2>0$. In the proof, `fin_cases` goes through the matrix entries, and `simp` and `norm_num` do the arithmetic.

## A field that couples to the local spin

Return to the two pinned electrons, with $H=0$, and take $v=n_{1\uparrow}-n_{1\downarrow}=\mathrm{diag}(1,-1)$, the kind of operator that appears when the Hubbard repulsion is decoupled through the local spin. It turns the singlet into the triplet $v\phi=(1,1)/\sqrt2$. For $T=(1,0)$ the force bias is $-\sqrt\tau$, while for $PT$ it is $0$. So for $\tau>0$ the two trials already differ at the first step: commutation of $P$ with $H$ alone does not make the force biases equal.

```lean
#print axioms PhaselessSpinProjection.contamination_invisible
#print axioms PhaselessSpinProjection.same_overlaps_iff
#print axioms PhaselessSpinProjection.blind_iff_pure
```

```
'PhaselessSpinProjection.contamination_invisible' depends on axioms: [propext, Classical.choice, Quot.sound]
'PhaselessSpinProjection.same_overlaps_iff' depends on axioms: [propext, Classical.choice, Quot.sound]
'PhaselessSpinProjection.blind_iff_pure' depends on axioms: [propext, Classical.choice, Quot.sound]
```
